# Averaging the squared Hermitian hopping matrix over translations cannot raise $-\mathrm{tr}\sqrt{T^2}$

In a Hückel calculation on a distorted ring, the electronic energy can be bounded from below without diagonalising the hopping matrix $T$: square $T$, average the square along its cyclic diagonals, and take the spectrum of the result by Fourier transform. Take a ring of $N$ sites, $N\ge 4$ even, with zero site energies and real hopping $t_j$ between sites $j$ and $j+1$. Set $p=\frac1N\sum_j t_j^2$ and $q=\frac1N\sum_j t_jt_{j+1}$. At half filling, with non-interacting electrons of both spins, the bound reads

$$E\;\ge\;-\sum_{m=0}^{N-1}\sqrt{2p+2q\cos(4\pi m/N)} .$$

In code, the numbers under the root are the discrete Fourier transform of the first row of the averaged matrix; rounding may leave tiny negative values, which are set to zero before the root is taken. An energy computed for the same bonds that falls below the bound by more than rounding error signals a mistake; for equal bonds the two sides coincide.

The inequality behind this holds for finite complex matrices, indexed below by `n`, with weights indexed by `ι`.

In Lean 4 with Mathlib:

```lean
import Mathlib

open Matrix Finset
open scoped ComplexOrder

namespace KennedyLiebAveraging

noncomputable section

variable {n ι : Type*} [Fintype n] [DecidableEq n] [Fintype ι]
```

## Square roots through eigenvalues

A Hermitian matrix is $A=V\,\mathrm{diag}(\lambda_k)\,V^*$ with $V$ unitary. A real function acts on the eigenvalues: $f(A)=V\,\mathrm{diag}(f(\lambda_k))\,V^*$.

```lean
/-- The function `f` of a Hermitian matrix: `f` acts on the eigenvalues, and the
eigenvectors are kept. -/
def spectralMap {A : Matrix n n ℂ} (hA : A.IsHermitian) (f : ℝ → ℝ) : Matrix n n ℂ :=
  (hA.eigenvectorUnitary : Matrix n n ℂ) *
    diagonal (fun k => (f (hA.eigenvalues k) : ℂ)) *
    (hA.eigenvectorUnitary : Matrix n n ℂ)ᴴ
```

For positive semidefinite $M$, the choice $f(x)=\sqrt x$ gives $\sqrt M$.

```lean
open Classical in
/-- The square root of a positive semidefinite matrix, taken on its eigenvalues
(set to zero for a matrix that is not Hermitian). -/
def psdSqrt (M : Matrix n n ℂ) : Matrix n n ℂ :=
  if h : M.IsHermitian then spectralMap h Real.sqrt else 0
```

The band energy is $-\mathrm{tr}\sqrt{T^2}$. The trace is real for Hermitian $T$, and `.re` turns it into a real number.

```lean
/-- The band energy `-tr √(T²)` of a hopping matrix `T`. -/
def bandEnergy (T : Matrix n n ℂ) : ℝ := -(psdSqrt (T * T)).trace.re
```

Since $V^*V=1$, products reduce to products of diagonal matrices, $f(A)g(A)=(fg)(A)$, and cyclicity gives $\mathrm{tr}f(A)=\sum_k f(\lambda_k)$. If $f\ge0$, then $f(A)$ is positive semidefinite. The identity function returns $A$, which is the spectral theorem.

```lean
/-- Functions of a Hermitian matrix: the identity function returns the matrix, the trace
sums the function over the eigenvalues, products multiply pointwise, and a nonnegative
function gives a positive semidefinite matrix. -/
theorem spectralMap_calculus {A : Matrix n n ℂ} (hA : A.IsHermitian) :
    spectralMap hA (fun x => x) = A ∧
    (∀ f, (spectralMap hA f).trace.re = ∑ k, f (hA.eigenvalues k)) ∧
    (∀ f g, spectralMap hA f * spectralMap hA g = spectralMap hA (fun x => f x * g x)) ∧
    (∀ f, (∀ x, 0 ≤ f x) → (spectralMap hA f).PosSemidef) := by
  have hV : (hA.eigenvectorUnitary : Matrix n n ℂ)ᴴ *
      (hA.eigenvectorUnitary : Matrix n n ℂ) = 1 :=
    Matrix.mem_unitaryGroup_iff'.mp hA.eigenvectorUnitary.2
  refine ⟨?_, fun f => ?_, fun f g => ?_, fun f hf => ?_⟩
  · have h := hA.spectral_theorem
    rw [Unitary.conjStarAlgAut_apply] at h
    exact h.symm
  · unfold spectralMap
    rw [Matrix.trace_mul_cycle, hV, one_mul, Matrix.trace_diagonal, Complex.re_sum]
    simp only [Complex.ofReal_re]
  · unfold spectralMap
    generalize (hA.eigenvectorUnitary : Matrix n n ℂ) = V at hV ⊢
    simp only [Complex.ofReal_mul, ← Matrix.diagonal_mul_diagonal]
    generalize diagonal (fun k => (f (hA.eigenvalues k) : ℂ)) = D
    generalize diagonal (fun k => (g (hA.eigenvalues k) : ℂ)) = E
    calc V * D * Vᴴ * (V * E * Vᴴ) = V * D * (Vᴴ * V) * E * Vᴴ := by
          simp only [Matrix.mul_assoc]
      _ = V * (D * E) * Vᴴ := by rw [hV, mul_one, Matrix.mul_assoc V D E]
  · unfold spectralMap
    refine Matrix.PosSemidef.mul_mul_conjTranspose_same ?_ _
    exact Matrix.posSemidef_diagonal_iff.mpr fun k => by exact_mod_cast hf _
```

The eigenvalues $\mu_k$ of a positive semidefinite $M$ satisfy $\sqrt{\mu_k}\sqrt{\mu_k}=\mu_k$, so $\sqrt M\sqrt M=M$.

```lean
/-- The square root of a positive semidefinite matrix is positive semidefinite and
squares to that matrix. -/
theorem psdSqrt_spec {M : Matrix n n ℂ} (hM : M.PosSemidef) :
    (psdSqrt M).PosSemidef ∧ psdSqrt M * psdSqrt M = M := by
  have e : psdSqrt M = spectralMap hM.isHermitian Real.sqrt := by
    unfold psdSqrt
    exact dif_pos hM.isHermitian
  obtain ⟨hid, _, hmul, hpos⟩ := spectralMap_calculus hM.isHermitian
  constructor
  · rw [e]
    exact hpos _ Real.sqrt_nonneg
  · rw [e, hmul]
    refine Eq.trans ?_ hid
    unfold spectralMap
    simp only [fun k => Real.mul_self_sqrt (hM.eigenvalues_nonneg k)]
```

## Convexity in the eigenbasis of the root

For Hermitian $B$,

$$(B^2)_{kk}=\sum_l |B_{kl}|^2\ \ge\ |B_{kk}|^2\ \ge\ (\mathrm{Re}\,B_{kk})^2 .$$

The first inequality keeps one term of a nonnegative sum, which is `Finset.single_le_sum` in the proof.

```lean
omit [DecidableEq n] in
/-- For a Hermitian matrix, the square of a diagonal element is at most the diagonal
element of the square. -/
theorem diag_sq_le {B : Matrix n n ℂ} (hB : B.IsHermitian) (k : n) :
    (B k k).re ^ 2 ≤ ((B * B) k k).re := by
  have h : ((B * B) k k).re = ∑ l, Complex.normSq (B k l) := by
    rw [Matrix.mul_apply, Complex.re_sum]
    refine Finset.sum_congr rfl fun l _ => ?_
    have hl : B l k = star (B k l) := (hB.apply l k).symm
    rw [hl]
    simp [Complex.normSq_apply]
  rw [h]
  calc (B k k).re ^ 2 ≤ Complex.normSq (B k k) := by
        rw [Complex.normSq_apply]
        nlinarith [mul_self_nonneg (B k k).im]
    _ ≤ _ := Finset.single_le_sum (f := fun l => Complex.normSq (B k l))
        (fun l _ => Complex.normSq_nonneg _) (Finset.mem_univ k)
```

Now let $w_i\ge0$ with $\sum_i w_i=1$, let the $S_i$ be Hermitian, and let $R$ be positive semidefinite with $R^2=\sum_i w_iS_i^2$. Write $R=V\,\mathrm{diag}(r_k)\,V^*$ and $B_i=V^*S_iV$. Then $\mathrm{tr}B_i=\mathrm{tr}S_i$ and $\sum_i w_iB_i^2=\mathrm{diag}(r_k^2)$, which is `hsq`. Convexity of the square and the previous inequality give

$$\Big(\sum_i w_i(B_i)_{kk}\Big)^2\le\sum_i w_i(B_i)_{kk}^2\le\sum_i w_i(B_i^2)_{kk}=r_k^2 .$$

Because $r_k\ge0$, it follows that $\sum_i w_i(B_i)_{kk}\le r_k$; this is `key`. Summing over $k$ yields $\sum_i w_i\,\mathrm{tr}S_i\le\mathrm{tr}R$. No inverse of $R$ appears, so zero modes cause no difficulty.

```lean
/-- If the square of a positive semidefinite `R` is the weighted mean of the squares of
Hermitian matrices, then the weighted mean of their traces is at most the trace of `R`. -/
theorem mean_trace_le {w : ι → ℝ} (hw : ∀ i, 0 ≤ w i) (hsum : ∑ i, w i = 1)
    {S : ι → Matrix n n ℂ} (hS : ∀ i, (S i).IsHermitian) {R : Matrix n n ℂ}
    (hR : R.PosSemidef) (h : R * R = ∑ i, w i • (S i * S i)) :
    ∑ i, w i * (S i).trace.re ≤ R.trace.re := by
  obtain ⟨hid, htr, hmul, _⟩ := spectralMap_calculus hR.isHermitian
  have hRtr := htr (fun x => x)
  have hRR := hmul (fun x => x) (fun x => x)
  rw [hid] at hRtr hRR
  unfold spectralMap at hRR
  have hV : (hR.isHermitian.eigenvectorUnitary : Matrix n n ℂ)ᴴ *
      (hR.isHermitian.eigenvectorUnitary : Matrix n n ℂ) = 1 :=
    Matrix.mem_unitaryGroup_iff'.mp hR.isHermitian.eigenvectorUnitary.2
  generalize (hR.isHermitian.eigenvectorUnitary : Matrix n n ℂ) = V at hV hRR
  have hV' : V * Vᴴ = 1 := mul_eq_one_comm.mp hV
  -- pass to the eigenbasis of `R`
  let B : ι → Matrix n n ℂ := fun i => Vᴴ * S i * V
  have hB : ∀ i, (B i).IsHermitian := fun i => by
    change (Vᴴ * S i * V)ᴴ = Vᴴ * S i * V
    simp only [Matrix.conjTranspose_mul, Matrix.conjTranspose_conjTranspose,
      (hS i).eq, Matrix.mul_assoc]
  have hBtr : ∀ i, (B i).trace = (S i).trace := fun i => by
    change (Vᴴ * S i * V).trace = _
    rw [Matrix.trace_mul_cycle, hV', one_mul]
  have hBB : ∀ i, B i * B i = Vᴴ * (S i * S i) * V := fun i => by
    calc B i * B i = Vᴴ * S i * (V * Vᴴ) * S i * V := by
          simp only [B, Matrix.mul_assoc]
      _ = _ := by rw [hV', mul_one, Matrix.mul_assoc Vᴴ (S i) (S i)]
  have hsq : ∑ i, w i • (B i * B i) = diagonal (fun k =>
      ((hR.isHermitian.eigenvalues k * hR.isHermitian.eigenvalues k : ℝ) : ℂ)) := by
    calc ∑ i, w i • (B i * B i) = Vᴴ * (∑ i, w i • (S i * S i)) * V := by
          simp only [hBB, Finset.mul_sum, Finset.sum_mul, Matrix.mul_smul, Matrix.smul_mul]
      _ = (Vᴴ * V) * diagonal (fun k => ((hR.isHermitian.eigenvalues k *
            hR.isHermitian.eigenvalues k : ℝ) : ℂ)) * (Vᴴ * V) := by
          rw [← h, hRR]
          simp only [Matrix.mul_assoc]
      _ = _ := by rw [hV, one_mul, mul_one]
  -- convexity of the square, one eigenvector at a time
  have key : ∀ k, ∑ i, w i * (B i k k).re ≤ hR.isHermitian.eigenvalues k := fun k => by
    have h1 : (∑ i, w i * (B i k k).re) ^ 2 ≤ ∑ i, w i * (B i k k).re ^ 2 := by
      have := (even_two.convexOn_pow (𝕜 := ℝ)).map_sum_le (t := Finset.univ) (w := w)
        (p := fun i => (B i k k).re) (fun i _ => hw i) hsum (fun _ _ => Set.mem_univ _)
      simpa only [smul_eq_mul] using this
    have h2 : ∑ i, w i * (B i k k).re ^ 2 ≤ ∑ i, w i * ((B i * B i) k k).re :=
      Finset.sum_le_sum fun i _ => mul_le_mul_of_nonneg_left (diag_sq_le (hB i) k) (hw i)
    have h3 := congrArg (fun X : Matrix n n ℂ => (X k k).re) hsq
    simp only [Matrix.sum_apply, Matrix.smul_apply, Complex.re_sum, Complex.smul_re,
      smul_eq_mul, Matrix.diagonal_apply_eq, Complex.ofReal_re] at h3
    have h0 : 0 ≤ hR.isHermitian.eigenvalues k := hR.eigenvalues_nonneg k
    by_contra hc
    nlinarith [not_le.mp hc]
  calc ∑ i, w i * (S i).trace.re = ∑ i, w i * ∑ k, (B i k k).re := by
        refine Finset.sum_congr rfl fun i _ => ?_
        rw [← hBtr i, Matrix.trace, Complex.re_sum]
        rfl
    _ = ∑ k, ∑ i, w i * (B i k k).re := by
        simp only [Finset.mul_sum]
        exact Finset.sum_comm
    _ ≤ ∑ k, hR.isHermitian.eigenvalues k := Finset.sum_le_sum fun k _ => key k
    _ = R.trace.re := hRtr.symm
```

Each $S_i^2=S_i^*S_i$ is positive semidefinite, and so is the weighted mean. Its square root can therefore serve as $R$.

```lean
/-- The weighted mean of the traces of Hermitian matrices is at most the trace of the
square root of the weighted mean of their squares. -/
theorem mean_trace_le_sqrt {w : ι → ℝ} (hw : ∀ i, 0 ≤ w i) (hsum : ∑ i, w i = 1)
    {S : ι → Matrix n n ℂ} (hS : ∀ i, (S i).IsHermitian) :
    ∑ i, w i * (S i).trace.re ≤ (psdSqrt (∑ i, w i • (S i * S i))).trace.re := by
  have hp : (∑ i, w i • (S i * S i)).PosSemidef := by
    refine Finset.sum_induction _ Matrix.PosSemidef (fun _ _ ha hb => ha.add hb)
      Matrix.PosSemidef.zero (fun i _ => ?_)
    have h := Matrix.posSemidef_conjTranspose_mul_self (S i)
    rw [(hS i).eq] at h
    exact h.smul (hw i)
  exact mean_trace_le hw hsum hS (psdSqrt_spec hp).1 (psdSqrt_spec hp).2
```

## Concavity and unitary averages

With $S_i=\sqrt{M_i}$ the inequality becomes

$$\sum_i w_i\,\mathrm{tr}\sqrt{M_i}\le\mathrm{tr}\sqrt{\textstyle\sum_i w_iM_i}.$$

The hypotheses `hw`, `hsum` and `hM` say that the weights are nonnegative, that they sum to one, and that every $M_i$ is positive semidefinite.

```lean
/-- Concavity of the trace of the square root: for positive semidefinite matrices,
`∑ wᵢ tr √Mᵢ ≤ tr √(∑ wᵢ Mᵢ)`. -/
theorem trace_sqrt_concave {w : ι → ℝ} (hw : ∀ i, 0 ≤ w i) (hsum : ∑ i, w i = 1)
    {M : ι → Matrix n n ℂ} (hM : ∀ i, (M i).PosSemidef) :
    ∑ i, w i * (psdSqrt (M i)).trace.re ≤ (psdSqrt (∑ i, w i • M i)).trace.re := by
  have h := mean_trace_le_sqrt hw hsum (fun i => (psdSqrt_spec (hM i)).1.isHermitian)
  simpa only [fun i => (psdSqrt_spec (hM i)).2] using h
```

For unitary $U_i$, take $S_i=U_i\sqrt M\,U_i^*$. Then $S_i^2=U_iMU_i^*$ and $\mathrm{tr}S_i=\mathrm{tr}\sqrt M$, so the left side collapses to $\mathrm{tr}\sqrt M$:

$$\mathrm{tr}\sqrt M\le\mathrm{tr}\sqrt{\textstyle\sum_i w_iU_iMU_i^*}.$$

The two facts about $S_i$ are `hs` and `ht`.

```lean
/-- Averaging a positive semidefinite matrix over unitary conjugations does not decrease
the trace of its square root. -/
theorem trace_sqrt_le_unitary_average {w : ι → ℝ} (hw : ∀ i, 0 ≤ w i)
    (hsum : ∑ i, w i = 1) {M : Matrix n n ℂ} (hM : M.PosSemidef)
    (U : ι → Matrix.unitaryGroup n ℂ) :
    (psdSqrt M).trace.re ≤
      (psdSqrt (∑ i, w i • ((U i : Matrix n n ℂ) * M * (U i : Matrix n n ℂ)ᴴ))).trace.re := by
  obtain ⟨hQ, hQQ⟩ := psdSqrt_spec hM
  have hU : ∀ i, (U i : Matrix n n ℂ)ᴴ * (U i : Matrix n n ℂ) = 1 :=
    fun i => Matrix.mem_unitaryGroup_iff'.mp (U i).2
  -- the rotated square roots have the same trace and square to the rotated matrices
  have h := mean_trace_le_sqrt hw hsum
    (fun i => (hQ.mul_mul_conjTranspose_same (U i : Matrix n n ℂ)).isHermitian)
  have hs : ∀ i, (U i : Matrix n n ℂ) * psdSqrt M * (U i : Matrix n n ℂ)ᴴ *
      ((U i : Matrix n n ℂ) * psdSqrt M * (U i : Matrix n n ℂ)ᴴ) =
      (U i : Matrix n n ℂ) * M * (U i : Matrix n n ℂ)ᴴ := fun i => by
    calc _ = (U i : Matrix n n ℂ) * psdSqrt M * ((U i : Matrix n n ℂ)ᴴ * (U i : Matrix n n ℂ)) *
          psdSqrt M * (U i : Matrix n n ℂ)ᴴ := by simp only [Matrix.mul_assoc]
      _ = _ := by rw [hU, mul_one, Matrix.mul_assoc _ (psdSqrt M) (psdSqrt M), hQQ]
  have ht : ∀ i, ((U i : Matrix n n ℂ) * psdSqrt M * (U i : Matrix n n ℂ)ᴴ).trace =
      (psdSqrt M).trace := fun i => by rw [Matrix.trace_mul_cycle, hU, one_mul]
  simp only [hs, ht] at h
  rwa [← Finset.sum_mul, hsum, one_mul] at h
```

## The band energy as a sum over levels

Let $\lambda_k$ be the eigenvalues of $T$. Both $\sqrt{T^2}$ and $|T|=V\,\mathrm{diag}(|\lambda_k|)\,V^*$ are positive semidefinite with square $T^2$. Applying `mean_trace_le` with a single weight, once in each direction, shows that their traces agree. Hence

$$-\mathrm{tr}\sqrt{T^2}=-\sum_k|\lambda_k| .$$

When $\mathrm{tr}\,T=0$, this is the energy of non-interacting electrons that doubly occupy every negative level.

```lean
/-- The band energy of a Hermitian hopping matrix is minus the sum of the absolute values
of its eigenvalues. -/
theorem bandEnergy_eq {T : Matrix n n ℂ} (hT : T.IsHermitian) :
    bandEnergy T = -∑ k, |hT.eigenvalues k| := by
  obtain ⟨hid, htr, hmul, hpos⟩ := spectralMap_calculus hT
  have hTT : (T * T).PosSemidef := by
    have h := Matrix.posSemidef_conjTranspose_mul_self T
    rwa [hT.eq] at h
  obtain ⟨hQ, hQQ⟩ := psdSqrt_spec hTT
  have hP := hpos (fun x => |x|) abs_nonneg
  have hPP : spectralMap hT (fun x => |x|) * spectralMap hT (fun x => |x|) = T * T := by
    have h := hmul (fun x => x) (fun x => x)
    rw [hid] at h
    rw [hmul, h]
    simp only [abs_mul_abs_self]
  -- two positive semidefinite roots of the same matrix have equal traces
  have cmp : ∀ {X Y : Matrix n n ℂ}, X.PosSemidef → Y.PosSemidef → Y * Y = X * X →
      X.trace.re ≤ Y.trace.re := fun {X Y} hX hY h => by
    have := mean_trace_le (ι := Unit) (w := fun _ => 1) (fun _ => zero_le_one) (by simp)
      (S := fun _ => X) (fun _ => hX.isHermitian) hY (by simp [h])
    simpa using this
  unfold bandEnergy
  rw [← htr (fun x => |x|),
    le_antisymm (cmp hQ hP (hPP.trans hQQ.symm)) (cmp hP hQ (hQQ.trans hPP.symm))]
```

## Translations of a periodic lattice

The sites form a finite abelian group $G$, such as the integers modulo $N$ for a ring, with one orbital per site. The average of $M$ is

$$\overline M_{ij}=\frac1{|G|}\sum_{a\in G}M_{i+a,\,j+a}.$$

```lean
variable {G : Type*} [AddCommGroup G] [Fintype G] [DecidableEq G]

/-- The mean of a matrix over all translations of a finite periodic lattice `G`. -/
def translationAverage (M : Matrix G G ℂ) : Matrix G G ℂ :=
  ∑ a : G, (Fintype.card G : ℝ)⁻¹ • M.submatrix (Equiv.addRight a) (Equiv.addRight a)
```

Shifting both sites by $c$ only relabels the sum, $a\mapsto c+a$, so $\overline M_{i+c,\,j+c}=\overline M_{ij}$.

```lean
omit [DecidableEq G] in
/-- The translation average is unchanged when both sites are shifted by the same lattice
vector. -/
theorem translationAverage_invariant (M : Matrix G G ℂ) (i j c : G) :
    translationAverage M (i + c) (j + c) = translationAverage M i j := by
  simp only [translationAverage, Matrix.sum_apply, Matrix.smul_apply, Matrix.submatrix_apply,
    Equiv.coe_addRight, add_assoc]
  exact Equiv.sum_comp (Equiv.addLeft c)
    (fun a => (Fintype.card G : ℝ)⁻¹ • M (i + a) (j + a))
```

Take equal weights $1/|G|$ and let $S_a$ be $\sqrt{T^2}$ with both indices shifted by $a$. A shift permutes the sites, so it preserves the trace and commutes with matrix multiplication: $S_a^2$ is the shifted $T^2$. The bound on the mean trace gives $\mathrm{tr}\sqrt{T^2}\le\mathrm{tr}\sqrt{\overline{T^2}}$, and a change of sign gives

$$-\mathrm{tr}\sqrt{\overline{T^2}}\le-\mathrm{tr}\sqrt{T^2}.$$

$T$ may be any Hermitian matrix on $G$, with hopping of any range and complex phases.

```lean
/-- Replacing the squared hopping matrix by its translation average does not raise the
energy `-tr √(T²)`. -/
theorem translation_average_lowers_energy {T : Matrix G G ℂ} (hT : T.IsHermitian) :
    -(psdSqrt (translationAverage (T * T))).trace.re ≤ bandEnergy T := by
  have hTT : (T * T).PosSemidef := by
    have h := Matrix.posSemidef_conjTranspose_mul_self T
    rwa [hT.eq] at h
  obtain ⟨hQ, hQQ⟩ := psdSqrt_spec hTT
  have hc : (Fintype.card G : ℝ) ≠ 0 := Nat.cast_ne_zero.mpr Fintype.card_ne_zero
  have hsum : ∑ _a : G, (Fintype.card G : ℝ)⁻¹ = 1 := by
    rw [Finset.sum_const, Finset.card_univ, nsmul_eq_mul, mul_inv_cancel₀ hc]
  -- translates of the square root are square roots of the translates
  have h := mean_trace_le_sqrt (w := fun _ : G => (Fintype.card G : ℝ)⁻¹)
    (fun _ => by positivity) hsum
    (S := fun a => (psdSqrt (T * T)).submatrix (Equiv.addRight a) (Equiv.addRight a))
    (fun a => hQ.isHermitian.submatrix _)
  have ht : ∀ a : G, ((psdSqrt (T * T)).submatrix (Equiv.addRight a)
      (Equiv.addRight a)).trace = (psdSqrt (T * T)).trace := fun a =>
    Equiv.sum_comp (Equiv.addRight a) (fun k => psdSqrt (T * T) k k)
  simp only [ht, Matrix.submatrix_mul_equiv, hQQ] at h
  rw [← Finset.sum_mul, hsum, one_mul] at h
  exact neg_le_neg h

end

end KennedyLiebAveraging
```

This is the averaging step of the Kennedy–Lieb argument for bond alternation, and it concerns the electronic term alone. It contains no elastic energy and selects no distortion. On the even ring of the opening paragraph, $\overline{T^2}$ is the square of a hopping matrix with alternating bonds $a,b$, where $a^2+b^2=2p$ and $ab=q$; real solutions exist because $|q|\le p$. This fact is not proved in the code, and on other lattices $\overline{T^2}$ need not be the square of a hopping matrix that connects the same pairs of sites as $T$.

```lean
#print axioms KennedyLiebAveraging.trace_sqrt_concave
-- 'KennedyLiebAveraging.trace_sqrt_concave' depends on axioms: [propext, Classical.choice, Quot.sound]
#print axioms KennedyLiebAveraging.bandEnergy_eq
-- 'KennedyLiebAveraging.bandEnergy_eq' depends on axioms: [propext, Classical.choice, Quot.sound]
#print axioms KennedyLiebAveraging.translationAverage_invariant
-- 'KennedyLiebAveraging.translationAverage_invariant' depends on axioms: [propext, Classical.choice, Quot.sound]
#print axioms KennedyLiebAveraging.translation_average_lowers_energy
-- 'KennedyLiebAveraging.translation_average_lowers_energy' depends on axioms: [propext, Classical.choice, Quot.sound]
```
